# The squared invariant mass of massless particles is the sum over pairs of the squared moduli of their spinor brackets

A decay sends out several photons, and I want the invariant mass $M$ of the whole set. I describe each photon's momentum by a two-component spinor. For two photons, $M^2$ is the squared modulus of the determinant formed from their spinors. But these determinants are complex, and the momentum leaves the phase of each spinor free. With three or more photons, could the contributions of different pairs interfere, so that $M$ vanishes although the photons fly apart?

## Every pair adds a nonnegative amount

No. The pairs enter through squared moduli, so neither phases nor cancellations play a part. Number the particles by $j=0,\dots,N-1$, with spinors $\psi^{(j)}\in\mathbb C^2$ and real four-momenta $k^{(j)}$, in units with $c=1$. Subscripts denote components. Then

$$M^2=\Big(\sum_j k^{(j)}\Big)^2=\sum_{i<j}\big|\det[\psi^{(i)}\ \psi^{(j)}]\big|^2 .$$

Take one spinor $\psi$ with momentum $k$, related by $\psi\psi^\dagger=k_0I+\mathbf k\cdot\boldsymbol\sigma$, where $\boldsymbol\sigma$ are the Pauli matrices. The matrix entries give

$$k_0+k_3=|\psi_0|^2,\qquad k_0-k_3=|\psi_1|^2,\qquad k_1+ik_2=\psi_1\overline{\psi_0}.$$

For a second spinor $\varphi$ with momentum $q$,

$$\begin{aligned}2k\cdot q&=(k_0+k_3)(q_0-q_3)+(k_0-k_3)(q_0+q_3)-2k_1q_1-2k_2q_2\\&=|\psi_0\varphi_1|^2+|\psi_1\varphi_0|^2-2\,\mathrm{Re}\big(\psi_1\overline{\psi_0}\,\varphi_0\overline{\varphi_1}\big)\\&=|\psi_0\varphi_1-\varphi_0\psi_1|^2.\end{aligned}$$

Setting $\varphi=\psi$ and $q=k$ gives $k^2=0$, so the momenta are null. In the double sum $M^2=\sum_{i,j}k^{(i)}\cdot k^{(j)}$ the diagonal therefore vanishes, and each pair $i<j$ occurs twice, contributing $2k^{(i)}\cdot k^{(j)}$. This is the formula above.

If $M^2=0$, every term is zero, so every determinant vanishes and every pair of spinors is linearly dependent. Conversely, dependent pairs have zero determinants. For nonzero spinors, $\varphi=c\psi$ gives $q=|c|^2k$: dependence means that the photons travel in the same direction.

## What the theorems say about the momenta

`minkowski_total` states the formula for $M^2$, and `minkowski_total_eq_zero_iff` states that $M^2=0$ exactly when no pair is linearly independent over $\mathbb C$. Both hold for every finite $N$, including zero and one, and allow zero spinors.

Four-vectors are functions `Fin 4 → ℝ`, and `minkowski` has signature $(+,-,-,-)$. The only hypothesis is `IsMomentumOf (ψ j) (k j)`, the matrix equation for each particle; masslessness follows from it. It also fixes the scale, since the squared length of a spinor is $2k_0$. The determinant is called `bracket`, and `Finset.Ioi i` is the set of $j>i$.

To apply this to particles given by their momenta, one must first supply the spinors. For a null $k$ with $k_0+k_3>0$, one choice is $\psi_0=\sqrt{k_0+k_3}$, $\psi_1=(k_1+ik_2)/\psi_0$. In simulations that treat the outgoing particles as massless, the formula gives the invariant mass of any group of them directly from their spinors.

In Lean 4 with Mathlib:

```lean
import Mathlib

open Matrix

namespace WeylSpinorInvariantMass

noncomputable section

/-- The Minkowski product of two four-vectors, with signature (+,-,-,-). -/
def minkowski (p q : Fin 4 → ℝ) : ℝ :=
  p 0 * q 0 - p 1 * q 1 - p 2 * q 2 - p 3 * q 3

/-- The Hermitian matrix `k0 I + k.σ` of a real four-vector, with the Pauli matrices `σ`. -/
def pauliMatrix (k : Fin 4 → ℝ) : Matrix (Fin 2) (Fin 2) ℂ :=
  (k 0 : ℂ) • 1 + (k 1 : ℂ) • !![0, 1; 1, 0]
    + (k 2 : ℂ) • !![0, -Complex.I; Complex.I, 0] + (k 3 : ℂ) • !![1, 0; 0, -1]

/-- The four-vector `k` is the momentum of the spinor `ψ`: `ψ ψ† = k0 I + k.σ`. -/
def IsMomentumOf (ψ : Fin 2 → ℂ) (k : Fin 4 → ℝ) : Prop :=
  vecMulVec ψ (star ψ) = pauliMatrix k

/-- The spinor bracket: the determinant of the matrix with columns `ψ` and `φ`. -/
def bracket (ψ φ : Fin 2 → ℂ) : ℂ :=
  (!![ψ 0, φ 0; ψ 1, φ 1]).det

/-- The spinor bracket in components. -/
theorem bracket_eq (ψ φ : Fin 2 → ℂ) : bracket ψ φ = ψ 0 * φ 1 - φ 0 * ψ 1 := by
  simp [bracket, Matrix.det_fin_two]

/-- The light-cone components `k0 ± k3` and the transverse components `k1`, `k2` of the
momentum of a spinor, in terms of the real and imaginary parts of the spinor. -/
theorem lightCone_components {ψ : Fin 2 → ℂ} {k : Fin 4 → ℝ} (h : IsMomentumOf ψ k) :
    k 0 + k 3 = (ψ 0).re ^ 2 + (ψ 0).im ^ 2 ∧ k 0 - k 3 = (ψ 1).re ^ 2 + (ψ 1).im ^ 2 ∧
    k 1 = (ψ 0).re * (ψ 1).re + (ψ 0).im * (ψ 1).im ∧
    k 2 = (ψ 0).re * (ψ 1).im - (ψ 0).im * (ψ 1).re := by
  unfold IsMomentumOf at h
  have h00 := congrArg Complex.re (congrFun (congrFun h 0) 0)
  have h11 := congrArg Complex.re (congrFun (congrFun h 1) 1)
  have hre := congrArg Complex.re (congrFun (congrFun h 1) 0)
  have him := congrArg Complex.im (congrFun (congrFun h 1) 0)
  simp [pauliMatrix, vecMulVec_apply] at h00 h11 hre him
  refine ⟨?_, ?_, ?_, ?_⟩ <;> linarith

/-- For two spinors, twice the Minkowski product of their momenta is the squared modulus of
their bracket. -/
theorem two_mul_minkowski {ψ φ : Fin 2 → ℂ} {k q : Fin 4 → ℝ}
    (hk : IsMomentumOf ψ k) (hq : IsMomentumOf φ q) :
    2 * minkowski k q = ‖bracket ψ φ‖ ^ 2 := by
  obtain ⟨a, b, c, d⟩ := lightCone_components hk
  obtain ⟨a', b', c', d'⟩ := lightCone_components hq
  -- the product in light-cone form
  have e : 2 * minkowski k q = (k 0 + k 3) * (q 0 - q 3) + (k 0 - k 3) * (q 0 + q 3)
      - 2 * (k 1 * q 1) - 2 * (k 2 * q 2) := by
    unfold minkowski
    ring
  rw [e, a, b, c, d, a', b', c', d', Complex.sq_norm, Complex.normSq_apply, bracket_eq]
  simp only [Complex.sub_re, Complex.sub_im, Complex.mul_re, Complex.mul_im]
  ring

/-- A symmetric pair quantity without self-terms, summed over all ordered pairs, is twice its
sum over the pairs `i < j`. -/
theorem sum_pairs {N : ℕ} (f : Fin N → Fin N → ℝ) (hs : ∀ i j, f i j = f j i)
    (h0 : ∀ i, f i i = 0) :
    ∑ i, ∑ j, f i j = 2 * ∑ i, ∑ j ∈ Finset.Ioi i, f i j := by
  have hI : ∀ i, ∑ j ∈ Finset.Ioi i, f i j = ∑ j, if i < j then f i j else 0 := by
    intro i
    rw [← Finset.sum_filter]
    congr 1
    ext j
    simp
  have hswap : ∑ i, ∑ j, (if j < i then f i j else 0)
      = ∑ i, ∑ j, (if i < j then f i j else 0) := by
    rw [Finset.sum_comm]
    refine Finset.sum_congr rfl fun i _ => Finset.sum_congr rfl fun j _ => ?_
    rw [hs j i]
  have hsplit : ∀ i j, f i j = (if i < j then f i j else 0) + (if j < i then f i j else 0) := by
    intro i j
    rcases lt_trichotomy i j with h | h | h
    · rw [if_pos h, if_neg (not_lt_of_ge h.le), add_zero]
    · subst h
      simp [h0]
    · rw [if_neg (not_lt_of_ge h.le), if_pos h, zero_add]
  calc ∑ i, ∑ j, f i j
      = ∑ i, ∑ j, ((if i < j then f i j else 0) + (if j < i then f i j else 0)) :=
        Finset.sum_congr rfl fun i _ => Finset.sum_congr rfl fun j _ => hsplit i j
    _ = 2 * ∑ i, ∑ j ∈ Finset.Ioi i, f i j := by
        simp only [Finset.sum_add_distrib, hI]
        rw [hswap]
        ring

/-- The Minkowski square of the total momentum of `N` spinors is the sum over pairs `i < j` of
the squared moduli of their brackets. -/
theorem minkowski_total {N : ℕ} {ψ : Fin N → Fin 2 → ℂ} {k : Fin N → Fin 4 → ℝ}
    (h : ∀ j, IsMomentumOf (ψ j) (k j)) :
    minkowski (∑ j, k j) (∑ j, k j)
      = ∑ i, ∑ j ∈ Finset.Ioi i, ‖bracket (ψ i) (ψ j)‖ ^ 2 := by
  -- bilinearity turns the square into a double sum
  have hexp : minkowski (∑ j, k j) (∑ j, k j) = ∑ i, ∑ j, minkowski (k i) (k j) := by
    simp only [minkowski, Finset.sum_apply, Finset.sum_sub_distrib, Finset.sum_mul_sum]
  rw [hexp, sum_pairs (fun i j => minkowski (k i) (k j))]
  · simp only [Finset.mul_sum, two_mul_minkowski (h _) (h _)]
  · intro i j
    simp only [minkowski]
    ring
  · intro i
    have hi := two_mul_minkowski (h i) (h i)
    have hb : bracket (ψ i) (ψ i) = 0 := by
      rw [bracket_eq]
      ring
    rw [hb, norm_zero] at hi
    linarith

/-- The bracket of two spinors vanishes exactly when they are linearly dependent. -/
theorem bracket_eq_zero_iff (ψ φ : Fin 2 → ℂ) :
    bracket ψ φ = 0 ↔ ¬ LinearIndependent ℂ ![ψ, φ] := by
  rw [LinearIndependent.pair_iff, bracket_eq]
  constructor
  · intro hb hli
    -- each row of the matrix supplies the coefficients of a vanishing combination
    have h1 := hli (φ 1) (-ψ 1) (funext (Fin.forall_fin_two.2
      ⟨show φ 1 * ψ 0 + -ψ 1 * φ 0 = 0 by linear_combination hb,
        show φ 1 * ψ 1 + -ψ 1 * φ 1 = 0 by ring⟩))
    have h0 := hli (φ 0) (-ψ 0) (funext (Fin.forall_fin_two.2
      ⟨show φ 0 * ψ 0 + -ψ 0 * φ 0 = 0 by ring,
        show φ 0 * ψ 1 + -ψ 0 * φ 1 = 0 by linear_combination -hb⟩))
    have hψ : ψ = 0 := funext (Fin.forall_fin_two.2 ⟨neg_eq_zero.1 h0.2, neg_eq_zero.1 h1.2⟩)
    exact one_ne_zero (hli 1 0 (by simp [hψ])).1
  · intro hn
    by_contra hb
    refine hn fun s t hst => ?_
    have e0 := congrFun hst 0
    have e1 := congrFun hst 1
    simp only [Pi.add_apply, Pi.smul_apply, smul_eq_mul, Pi.zero_apply] at e0 e1
    constructor
    · refine (mul_eq_zero.1 ?_).resolve_right hb
      linear_combination φ 1 * e0 - φ 0 * e1
    · refine (mul_eq_zero.1 ?_).resolve_right hb
      linear_combination ψ 0 * e1 - ψ 1 * e0

/-- The Minkowski square of the total momentum vanishes exactly when all pairs of spinors are
linearly dependent. -/
theorem minkowski_total_eq_zero_iff {N : ℕ} {ψ : Fin N → Fin 2 → ℂ} {k : Fin N → Fin 4 → ℝ}
    (h : ∀ j, IsMomentumOf (ψ j) (k j)) :
    minkowski (∑ j, k j) (∑ j, k j) = 0 ↔ ∀ i j, ¬ LinearIndependent ℂ ![ψ i, ψ j] := by
  simp only [← bracket_eq_zero_iff]
  rw [minkowski_total h]
  constructor
  · intro hz
    -- a vanishing sum of squares has vanishing terms
    have key : ∀ i j, i < j → bracket (ψ i) (ψ j) = 0 := by
      intro i j hij
      have h1 := (Finset.sum_eq_zero_iff_of_nonneg (fun i _ => by positivity)).1 hz i
        (Finset.mem_univ i)
      have h2 := (Finset.sum_eq_zero_iff_of_nonneg (fun j _ => by positivity)).1 h1 j
        (Finset.mem_Ioi.2 hij)
      simpa using h2
    intro i j
    rcases lt_trichotomy i j with hij | hij | hij
    · exact key i j hij
    · rw [hij, bracket_eq]
      ring
    · have hji := key j i hij
      rw [bracket_eq] at hji ⊢
      linear_combination -hji
  · intro hb
    simp [hb]


/-- The spinors `(1, i)` and `(1, 1)` have momenta `(1, 0, 1, 0)` and `(1, 1, 0, 0)`, whose sum
has Minkowski square 2. -/
theorem isMomentumOf_witness :
    IsMomentumOf ![1, Complex.I] ![1, 0, 1, 0] ∧ IsMomentumOf ![1, 1] ![1, 1, 0, 0] ∧
    minkowski (![1, 0, 1, 0] + ![1, 1, 0, 0]) (![1, 0, 1, 0] + ![1, 1, 0, 0]) = 2 := by
  refine ⟨?_, ?_, ?_⟩
  · unfold IsMomentumOf
    ext i j
    fin_cases i <;> fin_cases j <;> simp [pauliMatrix, vecMulVec_apply]
  · unfold IsMomentumOf
    ext i j
    fin_cases i <;> fin_cases j <;> simp [pauliMatrix, vecMulVec_apply]
  · simp [minkowski]
    norm_num

end

end WeylSpinorInvariantMass
```

```lean
#print axioms WeylSpinorInvariantMass.minkowski_total
#print axioms WeylSpinorInvariantMass.minkowski_total_eq_zero_iff
```

```
'WeylSpinorInvariantMass.minkowski_total' depends on axioms: [propext, Classical.choice, Quot.sound]
'WeylSpinorInvariantMass.minkowski_total_eq_zero_iff' depends on axioms: [propext, Classical.choice, Quot.sound]
```

## From matrix entries to vanishing brackets

`lightCone_components` takes real and imaginary parts of the matrix entries, and `linarith` solves for the components. `two_mul_minkowski` rewrites the product in light-cone form, inserts these components and leaves a polynomial identity to `ring`.

`sum_pairs` does the counting: it splits a symmetric double sum with zero diagonal into $i<j$ and $j<i$, then exchanges the summations to show that the halves agree. `minkowski_total` expands the square by bilinearity and applies this lemma.

`bracket_eq_zero_iff` links determinants to dependence. Write $b=\psi_0\varphi_1-\varphi_0\psi_1$. If $b=0$, the combinations $\varphi_1\psi-\psi_1\varphi$ and $\varphi_0\psi-\psi_0\varphi$ both vanish; independence would then force $\psi=0$, a contradiction. If $b\ne0$, a relation $s\psi+t\varphi=0$ gives $sb=tb=0$, hence $s=t=0$. The final equivalence uses `Finset.sum_eq_zero_iff_of_nonneg` twice, once for each summation, to make every term zero.

`isMomentumOf_witness` gives a case with nonzero mass: the spinors $(1,i)$ and $(1,1)$ belong to photons of energy 1 at right angles, with $M^2=2$. Scaled to unit length, they would describe energies $1/2$ and $M^2=1/2$.
